# Number of functions in cc-pVXZ basis sets for hydrogen and boron to neon: closed formulas, water, and cubic growth

## Definitions and conventions

A basis function is identified with a label; exponents, contraction coefficients and linear independence play no part. A shell of angular momentum $l$ has $g(l)$ components. The ladder with $N$ s shells has $N-l$ shells for each $l<N$, hence
$$L_g(N)=\sum_{l<N} g(l)\,(N-l)$$
functions. This is `ladder g N`, where `range N` is $\{0,\dots,N-1\}$.

```lean
import Mathlib

open Finset Filter Topology

noncomputable section

namespace CorrelationConsistentSize

/-- Number of functions when each angular momentum `l < N` carries `N - l` shells
of `g l` components each. -/
def ladder (g : ℕ → ℕ) (N : ℕ) : ℕ := ∑ l ∈ range N, g l * (N - l)
```

A spherical label is $(l,n,m)$ with radial index $0\le n<N-l$ and $-l\le m\le l$. The number of such labels is $S(N)$, `sphericalSize N`.

```lean
/-- Labels `(l, n, m)` of spherical functions in the ladder basis with `N` s shells:
`l < N`, radial index `n < N - l`, magnetic number `-l ≤ m ≤ l`. -/
def sphericalBasis (N : ℕ) : Finset (Σ _ : ℕ, ℕ × ℤ) :=
  (range N).sigma fun l => range (N - l) ×ˢ Icc (-(l : ℤ)) (l : ℤ)

/-- Number of spherical functions in the ladder basis with `N` s shells. -/
def sphericalSize (N : ℕ) : ℕ := (sphericalBasis N).card
```

For cardinal number $X$, an atom from boron to neon has $S(X+1)$ functions, hydrogen has $S(X)$, and a molecule with $a$ atoms of the first kind and $b$ hydrogens has $M(X)=a\,S(X+1)+b\,S(X)$.

```lean
/-- Number of cc-pVXZ functions on an atom from boron to neon: the ladder with
`X + 1` s shells. -/
def heavySize (X : ℕ) : ℕ := sphericalSize (X + 1)

/-- Number of cc-pVXZ functions on hydrogen: the ladder with `X` s shells. -/
def hydrogenSize (X : ℕ) : ℕ := sphericalSize X

/-- Number of cc-pVXZ functions of a molecule with `a` atoms from boron to neon
and `b` hydrogen atoms. -/
def moleculeSize (a b X : ℕ) : ℕ := a * heavySize X + b * hydrogenSize X
```

A Cartesian shell has one component $x^iy^jz^k$ for each $i+j+k=l$, stored as $((i,r),(j,k))$ with $r=j+k$. It has $c(l)$ components, and the Cartesian ladder has $C(N)$ labels.

```lean
/-- Cartesian components `x^i y^j z^k` of a shell of angular momentum `l`, labelled
`((i, r), (j, k))` with `i + r = l` and `j + k = r`. -/
def cartesianShell (l : ℕ) : Finset (Σ _ : ℕ × ℕ, ℕ × ℕ) :=
  (antidiagonal l).sigma fun p => antidiagonal p.2

/-- Labels of Cartesian functions in the ladder basis with `N` s shells:
`l < N`, radial index `n < N - l`, and a Cartesian component of the shell. -/
def cartesianBasis (N : ℕ) : Finset (Σ _ : ℕ, ℕ × (Σ _ : ℕ × ℕ, ℕ × ℕ)) :=
  (range N).sigma fun l => range (N - l) ×ˢ cartesianShell l
```

The theorems hold for all natural arguments: hypotheses 1 to 3 below sit in these definitions, while hypothesis 4 sits in the statement and proof of the limit theorem. $M(X)$ is the dimension of the overlap and Fock matrices for molecules made only of hydrogen and boron to neon in an unmodified cc-pVXZ basis with spherical shells; nothing is stated about convergence of energies.

## Hypothesis 1: $N-l$ shells for each $l<N$

Each step up in angular momentum carries one shell fewer. By hand, $N+1-l=(N-l)+1$ for $l<N$, and $l=N$ enters with one shell, so
$$L_g(N+1)=L_g(N)+\sum_{l\le N} g(l).$$
In `ladder_succ` these two facts are `e` and `h2`; `sum_range_succ` splits off the term $l=N$. Subtraction of naturals stops at zero, and `omega` proves `e` from the bound `hl'`. Without a bound `e` is false: $N=1$, $l=2$ gives $0$ on the left and $1$ on the right.

```lean
/-- Raising `N` by one adds the components of one shell for each `l ≤ N`. -/
theorem ladder_succ (g : ℕ → ℕ) (N : ℕ) :
    ladder g (N + 1) = ladder g N + ∑ l ∈ range (N + 1), g l := by
  -- each `l < N` gains one shell; `l = N` enters with a single shell
  have h : ∑ l ∈ range N, g l * (N + 1 - l) = ∑ l ∈ range N, (g l * (N - l) + g l) := by
    refine sum_congr rfl fun l hl => ?_
    have hl' := mem_range.mp hl
    have e : N + 1 - l = (N - l) + 1 := by omega
    rw [e]
    ring
  have h2 : N + 1 - N = 1 := by omega
  simp only [ladder, sum_range_succ]
  rw [h, sum_add_distrib, h2]
  ring
```

Without the ladder pattern the formulas can fail. Adding one shell to each $l<3$ of the $N=3$ ladder gives $14+1+3+5=23$ functions, while $S$ takes the values $0,1,5,14,30,\dots$

## Hypothesis 2: spherical shells

The range $-l\le m\le l$ gives $g(l)=2l+1$, so $S(N)=\sum_{l<N}(2l+1)(N-l)$.

The proof turns on `Finset.sigma`. For $N\ge2$ the labels do not form a rectangle, because the ranges of $n$ and $m$ depend on $l$; `sigma` attaches to each $l$ its own finite set. Then `card_sigma` writes the cardinality as a sum over $l$, `card_product` factors each term, and `Int.card_Icc` counts the values of $m$ as $l+1-(-l)$, an integer converted by `toNat`, which `omega` equates with $2l+1$.

```lean
/-- The number of spherical functions is the ladder sum with `2l + 1` components
per shell. -/
theorem sphericalSize_eq_ladder (N : ℕ) :
    sphericalSize N = ladder (fun l => 2 * l + 1) N := by
  simp only [sphericalSize, sphericalBasis, ladder, card_sigma, card_product, card_range,
    Int.card_Icc]
  refine sum_congr rfl fun l _ => ?_
  have e : ((l : ℤ) + 1 - -(l : ℤ)).toNat = 2 * l + 1 := by omega
  rw [e]
  exact Nat.mul_comm _ _
```

The increment is $\sum_{l\le N}(2l+1)=(N+1)^2$, by induction, since $(N+1)^2+2N+3=(N+2)^2$. This is `odd`, inserted after `ladder_succ`.

```lean
/-- Going from `N` to `N + 1` s shells adds `(N + 1)²` spherical functions. -/
theorem sphericalSize_succ (N : ℕ) :
    sphericalSize (N + 1) = sphericalSize N + (N + 1) ^ 2 := by
  have odd : ∀ n : ℕ, ∑ l ∈ range n, (2 * l + 1) = n ^ 2 := by
    intro n
    induction n with
    | zero => simp
    | succ n ih => rw [sum_range_succ, ih]; ring
  rw [sphericalSize_eq_ladder, sphericalSize_eq_ladder, ladder_succ, odd]
```

From $S(0)=0$, induction gives $6S(N)=N(N+1)(2N+1)$, with the step
$$N(N+1)(2N+1)+6(N+1)^2=(N+1)(2N^2+7N+6)=(N+1)(N+2)(2N+3),$$
which `ring` closes. The factor 6 keeps the statement free of division.

```lean
/-- Six times the number of spherical functions is `N (N + 1) (2N + 1)`. -/
theorem six_mul_sphericalSize (N : ℕ) :
    6 * sphericalSize N = N * (N + 1) * (2 * N + 1) := by
  induction N with
  | zero => simp [sphericalSize, sphericalBasis]
  | succ n ih => rw [sphericalSize_succ, mul_add, ih]; ring
```

## Hypothesis 3: $N=X+1$ or $N=X$, and atoms add

That cc-pVXZ has these contraction patterns is assumed in `heavySize` and `hydrogenSize`, not derived; `moleculeSize` assumes that each atom keeps all its functions. By hand, substituting for $N$ gives
$$S(X+1)=\frac{(X+1)(X+2)(2X+3)}{6},\qquad S(X)=\frac{X(X+1)(2X+1)}{6}.$$
`ccpVXZ_counts` states for each atom type that the size equals the sum over $l$, in naturals, and the closed form, in reals. The proof casts the sixfold identity and divides by 6 with `linear_combination`. At $X=0$ the counts are 1 and 0, though the named basis sets begin at $X=2$.

```lean
/-- The cc-pVXZ counts: `∑_{l ≤ X} (2l+1)(X+1-l) = (X+1)(X+2)(2X+3)/6` functions for
boron to neon and `∑_{l < X} (2l+1)(X-l) = X(X+1)(2X+1)/6` for hydrogen. -/
theorem ccpVXZ_counts (X : ℕ) :
    (heavySize X = ∑ l ∈ range (X + 1), (2 * l + 1) * (X + 1 - l) ∧
      (heavySize X : ℝ) = ((X : ℝ) + 1) * (X + 2) * (2 * X + 3) / 6) ∧
    (hydrogenSize X = ∑ l ∈ range X, (2 * l + 1) * (X - l) ∧
      (hydrogenSize X : ℝ) = (X : ℝ) * (X + 1) * (2 * X + 1) / 6) := by
  have h : ∀ N : ℕ, (6 : ℝ) * sphericalSize N = N * (N + 1) * (2 * N + 1) := by
    intro N
    exact_mod_cast six_mul_sphericalSize N
  refine ⟨⟨sphericalSize_eq_ladder (X + 1), ?_⟩, sphericalSize_eq_ladder X, ?_⟩
  · have h1 := h (X + 1)
    push_cast at h1
    unfold heavySize
    linear_combination h1 / 6
  · unfold hydrogenSize
    linear_combination h X / 6
```

For water at $X=2$, oxygen has 3 s, 2 p and 1 d shells, $3+6+5=14$ functions, and each hydrogen has 2 s and 1 p, $2+3=5$, so $M=14+2\cdot5=24$. With $S(2),\dots,S(7)=5,14,30,55,91,140$ the sizes are $24,58,115,201,322$; `omega` obtains them from `h2` to `h7`. Giving hydrogen the ladder $N=X+1$ would yield $3\cdot14=42$ instead of 24.

```lean
/-- Water, with one oxygen and two hydrogen atoms, has 24, 58, 115, 201, 322 functions
for `X = 2, …, 6`. -/
theorem water_counts :
    moleculeSize 1 2 2 = 24 ∧ moleculeSize 1 2 3 = 58 ∧ moleculeSize 1 2 4 = 115 ∧
      moleculeSize 1 2 5 = 201 ∧ moleculeSize 1 2 6 = 322 := by
  have h2 := six_mul_sphericalSize 2
  have h3 := six_mul_sphericalSize 3
  have h4 := six_mul_sphericalSize 4
  have h5 := six_mul_sphericalSize 5
  have h6 := six_mul_sphericalSize 6
  have h7 := six_mul_sphericalSize 7
  simp only [moleculeSize, heavySize, hydrogenSize, Nat.reduceAdd]
  omega
```

## Hypothesis 4: fixed $a$, $b$ and $X>0$

The molecule is held fixed while $X$ grows. For $X>0$ and $u=1/X$, dividing each of the three factors by $X$ gives
$$\frac{M(X)}{X^3}=a\,\frac{(1+u)(1+2u)(2+3u)}{6}+b\,\frac{(1+u)(2+u)}{6},$$
which tends to $(a+b)/3$ as $u\to0$. `moleculeSize_cubic` states this limit, with no rate. Named cc-pVXZ sets exist for finitely many $X$ only, so the limit concerns the ladder pattern continued to all $X$. In the proof `hu` is $u\to0$, `hc` is continuity of the polynomial, and `field_simp` verifies the displayed identity using `hX'`. At $X=0$ Lean's quotient is 0 while the polynomial gives $(a+b)/3$, so the identity is used only eventually, through `eventually_gt_atTop 0`.

```lean
/-- The molecular basis size divided by `X³` tends to one third of the number of atoms
as the cardinal number `X` grows. -/
theorem moleculeSize_cubic (a b : ℕ) :
    Tendsto (fun X : ℕ => (moleculeSize a b X : ℝ) / (X : ℝ) ^ 3) atTop
      (𝓝 (((a : ℝ) + b) / 3)) := by
  have hu : Tendsto (fun X : ℕ => ((X : ℝ))⁻¹) atTop (𝓝 0) :=
    tendsto_inv_atTop_zero.comp tendsto_natCast_atTop_atTop
  -- the ratio is a polynomial in `u = 1 / X`
  have hc : Continuous fun u : ℝ =>
      (a : ℝ) * ((1 + u) * (1 + 2 * u) * (2 + 3 * u) / 6)
        + (b : ℝ) * ((1 + u) * (2 + u) / 6) := by
    fun_prop
  have h := (hc.tendsto' 0 (((a : ℝ) + b) / 3) (by ring)).comp hu
  refine h.congr' ?_
  filter_upwards [eventually_gt_atTop 0] with X hX
  have hX' : (X : ℝ) ≠ 0 := by exact_mod_cast hX.ne'
  obtain ⟨⟨_, h1⟩, _, h2⟩ := ccpVXZ_counts X
  simp only [Function.comp, moleculeSize]
  push_cast
  rw [h1, h2]
  field_simp
```

## Replacing hypothesis 2: Cartesian shells

For each $r\le l$ there are $r+1$ pairs $(j,k)$, so $c(0)=1$ and $c(l+1)=c(l)+l+2$, giving $2c(l)=(l+1)(l+2)$. `Finset.Nat.sum_antidiagonal_succ` splits off the term with $i=0$.

```lean
/-- Twice the number of Cartesian components of a shell is `(l + 1)(l + 2)`. -/
theorem two_mul_card_cartesianShell (l : ℕ) :
    2 * (cartesianShell l).card = (l + 1) * (l + 2) := by
  simp only [cartesianShell, card_sigma, Finset.Nat.card_antidiagonal]
  induction l with
  | zero => simp
  | succ n ih =>
    rw [Finset.Nat.sum_antidiagonal_succ]
    dsimp only
    nlinarith [ih]
```

The recurrence `ladder_succ` holds for any $g$, and `hl` shows $C(N)=L_c(N)$. A first induction, `hs`, gives $6\sum_{l<N}c(l)=N(N+1)(N+2)$, with step $N(N+1)(N+2)+3(N+1)(N+2)=(N+1)(N+2)(N+3)$. The second uses it at $N+1$:
$$24\,C(N+1)=(N+1)(N+2)(N+3)\,(N+4),$$
where $N+4$ is $N$ from $24\,C(N)$ plus 4 from the increment. Thus $C(N)=N(N+1)(N+2)(N+3)/24$. At $N=3$ this is 15 against $S(3)=14$, because a d shell has six components instead of five.

```lean
/-- Twenty-four times the number of Cartesian functions in the ladder basis with `N`
s shells is `N (N + 1) (N + 2) (N + 3)`. -/
theorem cartesian_count (N : ℕ) :
    24 * (cartesianBasis N).card = N * (N + 1) * (N + 2) * (N + 3) := by
  have hl : (cartesianBasis N).card = ladder (fun l => (cartesianShell l).card) N := by
    simp only [cartesianBasis, ladder, card_sigma, card_product, card_range]
    exact sum_congr rfl fun l _ => Nat.mul_comm _ _
  -- components of one shell of each `l < n`
  have hs : ∀ n : ℕ,
      6 * ∑ l ∈ range n, (cartesianShell l).card = n * (n + 1) * (n + 2) := by
    intro n
    induction n with
    | zero => simp
    | succ n ih =>
      rw [sum_range_succ]
      nlinarith [ih, two_mul_card_cartesianShell n]
  rw [hl]
  clear hl
  induction N with
  | zero => simp [ladder]
  | succ n ih =>
    rw [ladder_succ]
    nlinarith [ih, hs (n + 1)]

end CorrelationConsistentSize

end
```

```lean
#print axioms CorrelationConsistentSize.ccpVXZ_counts
#print axioms CorrelationConsistentSize.water_counts
#print axioms CorrelationConsistentSize.moleculeSize_cubic
#print axioms CorrelationConsistentSize.cartesian_count
```

```
'CorrelationConsistentSize.ccpVXZ_counts' depends on axioms: [propext, Classical.choice, Quot.sound]
'CorrelationConsistentSize.water_counts' depends on axioms: [propext, Classical.choice, Quot.sound]
'CorrelationConsistentSize.moleculeSize_cubic' depends on axioms: [propext, Classical.choice, Quot.sound]
'CorrelationConsistentSize.cartesian_count' depends on axioms: [propext, Classical.choice, Quot.sound]
```
